# Spin coupling of two spin-1/2 fermion sites in terms of hopping and number operators

Take two fermion modes $a$ and $b$ without spin, and let $X=a^\dagger b$ move a particle from $b$ to $a$. Then $XX^\dagger=a^\dagger bb^\dagger a=a^\dagger(1-b^\dagger b)a=n_a-n_an_b$. The hop out of $a$ and back succeeds only if $b$ is empty. With spin, the subtracted term also records which spin sits where, and this links hopping to the coupling $\mathbf S_i\cdot\mathbf S_j$ of a Heisenberg magnet. The problems derive that link for two distinct sites.

## Operators and conventions

Let $c_{is}$ annihilate a fermion on site $i$ with flavour $s$. In Lean this is `c i s`, an element of a ring `A` whose `star` is the adjoint $\dagger$. Sites form any type `L`, flavours any finite type `F`.

```lean
import Mathlib

open Matrix

namespace FermionExchange

noncomputable section

variable {L F A : Type*} [DecidableEq L] [DecidableEq F] [Fintype F] [Ring A] [StarRing A]
```

`IsCAR` postulates Fermi statistics: $\{c_{is},c_{jt}\}=0$ and $\{c_{is},c_{jt}^\dagger\}=\delta_{ij}\delta_{st}$.

```lean
/-- Canonical anticommutation relations for annihilation operators `c i s`, with site `i`
and flavour (spin) `s`; the star is the adjoint. -/
structure IsCAR (c : L → F → A) : Prop where
  anti : ∀ i j s t, c i s * c j t + c j t * c i s = 0
  mixed : ∀ i j s t, c i s * star (c j t) + star (c j t) * c i s =
    if i = j ∧ s = t then 1 else 0
```

The number operator is $n_i=\sum_s c_{is}^\dagger c_{is}$.

```lean
/-- The number operator of site `i`, summed over flavours. -/
def number (c : L → F → A) (i : L) : A := ∑ s, star (c i s) * c i s
```

The bond operator is $X_{ij}=\sum_s c_{is}^\dagger c_{js}$.

```lean
/-- The bond operator `X`, which moves a fermion from site `j` to site `i` and keeps its
flavour. -/
def bond (c : L → F → A) (i j : L) : A := ∑ s, star (c i s) * c j s
```

The exchange operator is $E_{ij}=\sum_{st}c_{is}^\dagger c_{it}c_{jt}^\dagger c_{js}$. It is an operator, not the exchange integral of electronic structure, and it swaps flavours when each site holds one fermion.

```lean
/-- The exchange operator. For distinct sites `i` and `j` with one fermion each, it swaps the
flavours of the two fermions. -/
def exchange (c : L → F → A) (i j : L) : A :=
  ∑ s, ∑ t, star (c i s) * c i t * (star (c j t) * c j s)
```

For spin 1/2 the flavours are 0 (up) and 1 (down). With $\hbar=1$, $S_i^k=\tfrac12\sum_{st}\sigma^k_{st}c_{is}^\dagger c_{it}$.

```lean
/-- The three Pauli matrices. -/
def pauli : Fin 3 → Matrix (Fin 2) (Fin 2) ℂ :=
  ![!![0, 1; 1, 0], !![0, -Complex.I; Complex.I, 0], !![1, 0; 0, -1]]

/-- Component `k` of the spin of site `i`, built from the Pauli matrix `k` over 2. -/
def spin [Algebra ℂ A] (c : L → Fin 2 → A) (i : L) (k : Fin 3) : A :=
  (1 / 2 : ℂ) • ∑ s, ∑ t, pauli k s t • (star (c i s) * c i t)

/-- The scalar product of the spins of sites `i` and `j`. -/
def spinDot [Algebra ℂ A] (c : L → Fin 2 → A) (i j : L) : A :=
  ∑ k, spin c i k * spin c j k
```

## (a) Summing over Pauli components

**Task.** Show that
$$\sum_k\sigma^k_{st}\sigma^k_{uv}=2\delta_{sv}\delta_{tu}-\delta_{st}\delta_{uv}.$$

**Solution.** If $s=t$ and $u=v$, only $\sigma^z$ contributes, giving $+1$ for $s=u$ and $-1$ otherwise, which is $2\delta_{su}-1$. If $s\ne t$ and $u\ne v$, $\sigma^x$ gives 1, while $\sigma^y$ gives $-1$ for $(s,t)=(u,v)$ and $+1$ for $(s,t)=(v,u)$. The totals are 0 and 2. In the remaining cases both sides vanish.

Lean checks all sixteen index choices with `fin_cases`.

```lean
/-- Completeness of the Pauli matrices: summed over the three components, a product of two
entries is twice a swap of the indices minus the identity. -/
theorem pauli_completeness (s t u v : Fin 2) :
    ∑ k, pauli k s t * pauli k u v =
      2 * (if s = v ∧ t = u then 1 else 0) - (if s = t ∧ u = v then 1 else 0) := by
  fin_cases s <;> fin_cases t <;> fin_cases u <;> fin_cases v <;>
    simp [pauli, Fin.sum_univ_three] <;> norm_num
```

## (b) From spins to a swap

**Task.** Show that $\mathbf S_i\cdot\mathbf S_j=\tfrac12E_{ij}-\tfrac14n_in_j$.

**Solution.** Insert the spins and use (a):
$$\mathbf S_i\cdot\mathbf S_j=\tfrac14\sum_{stuv}\left(2\delta_{sv}\delta_{tu}-\delta_{st}\delta_{uv}\right)c_{is}^\dagger c_{it}c_{ju}^\dagger c_{jv}.$$
The first term sets $v=s$, $u=t$ and gives $\tfrac12E_{ij}$. The second gives $-\tfrac14n_in_j$. No anticommutator is used, so `IsCAR` is absent from the statement.

In the proof, `h` is the displayed sum before (a) is inserted, and `module` compares coefficients.

```lean
omit [DecidableEq L] in
/-- The scalar product of two spins is half the exchange operator minus a quarter of the
product of the number operators. -/
theorem spinDot_eq_exchange [Algebra ℂ A] (c : L → Fin 2 → A) (i j : L) :
    spinDot c i j =
      (1 / 2 : ℂ) • exchange c i j - (1 / 4 : ℂ) • (number c i * number c j) := by
  -- collect the Pauli matrices in front of each product of four fermion operators
  have h : spinDot c i j = ∑ s, ∑ t, ∑ u, ∑ v,
      ((1 / 4 : ℂ) * ∑ k, pauli k s t * pauli k u v) •
        (star (c i s) * c i t * (star (c j u) * c j v)) := by
    simp only [spinDot, spin, Fin.sum_univ_two, Fin.sum_univ_three, smul_add, mul_add,
      add_mul, smul_mul_assoc, mul_smul_comm]
    module
  rw [h]
  simp only [pauli_completeness, exchange, number, Fin.sum_univ_two, mul_add, add_mul,
    Fin.isValue, zero_ne_one, one_ne_zero, and_true, and_false, ↓reduceIte]
  module
```

## (c) Hopping out and back

**Task.** For $i\ne j$ and any number of flavours, show that $X_{ij}X_{ij}^\dagger=n_i-E_{ij}$.

**Solution.** Start from
$$X_{ij}X_{ij}^\dagger=\sum_{st}c_{is}^\dagger c_{js}c_{jt}^\dagger c_{it}$$
and replace $c_{js}c_{jt}^\dagger$ by $\delta_{st}-c_{jt}^\dagger c_{js}$. The delta gives $n_i$. In the other term, $c_{it}$ moves left past $c_{js}$ and $c_{jt}^\dagger$. The two minus signs cancel:
$$c_{is}^\dagger c_{jt}^\dagger c_{js}c_{it}=c_{is}^\dagger c_{it}c_{jt}^\dagger c_{js}.$$
Summed, this is $E_{ij}$.

The auxiliary `reorder` performs these three moves, `key` applies them to one pair $s,t$, and the final `simp` sums the delta.

```lean
/-- If `c` obeys the canonical anticommutation relations, then for two distinct sites and any number
of flavours, `X X*` is the number operator of the first site minus the exchange operator. -/
theorem bond_mul_star {c : L → F → A} (h : IsCAR c) {i j : L} (hij : i ≠ j) :
    bond c i j * star (bond c i j) = number c i - exchange c i j := by
  -- moving one annihilator of site i to the left past two operators of site j
  have reorder : ∀ P a b B d : A, b * B = d - B * b → b * a = -(a * b) →
      B * a = -(a * B) → P * b * (B * a) = P * d * a - P * a * (B * b) := by
    intro P a b B d h1 h2 h3
    calc P * b * (B * a) = P * (b * B) * a := by noncomm_ring
      _ = P * d * a - P * B * (b * a) := by rw [h1]; noncomm_ring
      _ = P * d * a + P * (B * a) * b := by rw [h2]; noncomm_ring
      _ = P * d * a - P * a * (B * b) := by rw [h3]; noncomm_ring
  have key : ∀ s t, star (c i s) * c j s * (star (c j t) * c i t) =
      star (c i s) * (if s = t then 1 else 0) * c i t -
        star (c i s) * c i t * (star (c j t) * c j s) := by
    intro s t
    apply reorder
    · exact eq_sub_of_add_eq (by simpa using h.mixed j j s t)
    · exact eq_neg_of_add_eq_zero_left (h.anti j i s t)
    · exact eq_neg_of_add_eq_zero_right (by simpa [hij] using h.mixed i j t t)
  simp only [bond, number, exchange, star_sum, star_mul, star_star, Finset.sum_mul_sum,
    key, Finset.sum_sub_distrib]
  simp
```

## (d) The exchange identity

**Task.** For two distinct spin-1/2 sites, show that
$$\mathbf S_i\cdot\mathbf S_j=\tfrac12\left(n_i-X_{ij}X_{ij}^\dagger\right)-\tfrac14n_in_j.$$

**Solution.** Part (c) gives $E_{ij}=n_i-X_{ij}X_{ij}^\dagger$. Substitute this in (b). The Lean proof rewrites with the same two results.

```lean
/-- Exchange identity: for two distinct sites of spin-1/2 fermions,
`S_i · S_j = (n_i - X X*) / 2 - n_i n_j / 4`. -/
theorem spinDot_eq_bond [Algebra ℂ A] {c : L → Fin 2 → A} (h : IsCAR c) {i j : L}
    (hij : i ≠ j) :
    spinDot c i j = (1 / 2 : ℂ) • (number c i - bond c i j * star (bond c i j)) -
      (1 / 4 : ℂ) • (number c i * number c j) := by
  rw [spinDot_eq_exchange, bond_mul_star h hij, sub_sub_cancel]
```

## (e) One fermion per site

**Task.** Let $n_i\psi=\psi$ and $n_j\psi=\psi$ with $i\ne j$. Show that
$$\mathbf S_i\cdot\mathbf S_j\,\psi=\tfrac14\psi-\tfrac12X_{ij}X_{ij}^\dagger\psi.$$

**Solution.** Apply (d) to $\psi$. The number terms give $\tfrac12-\tfrac14=\tfrac14$.

In Lean, $\psi$ lies in any complex vector space `V` on which `A` acts compatibly with the scalars. The two occupation conditions represent one local moment on each site, with charge fluctuations frozen out. That a given magnet consists of such moments with Heisenberg coupling is a physical input which the hypotheses do not supply.

```lean
/-- On a state with exactly one fermion on each of two distinct sites, the scalar product of
the spins acts as `1/4 - X X* / 2`. -/
theorem spinDot_singly_occupied [Algebra ℂ A] {V : Type*} [AddCommGroup V] [Module ℂ V]
    [Module A V] [IsScalarTower ℂ A V] {c : L → Fin 2 → A} (h : IsCAR c) {i j : L}
    (hij : i ≠ j) {ψ : V} (hi : number c i • ψ = ψ) (hj : number c j • ψ = ψ) :
    spinDot c i j • ψ =
      (1 / 4 : ℂ) • ψ - (1 / 2 : ℂ) • ((bond c i j * star (bond c i j)) • ψ) := by
  rw [spinDot_eq_bond h hij, sub_smul, smul_assoc, smul_assoc, sub_smul,
    mul_smul (number c i) (number c j) ψ, hj, hi]
  generalize (bond c i j * star (bond c i j)) • ψ = φ
  module
```

In one mean-field scheme for an antiferromagnetic Heisenberg bond of strength $J>0$ between singly occupied sites, one sets $\chi=\langle X_{ij}\rangle$ and replaces
$$J\,\mathbf S_i\cdot\mathbf S_j\to\tfrac J4-\tfrac J2\left(\chi^*X_{ij}+\chi X_{ij}^\dagger-|\chi|^2\right).$$
One diagonalises the resulting quadratic Hamiltonian, recomputes $\chi$ and iterates, usually with the occupation fixed only on average. This replacement is an approximation, and no theorem here bounds its error.

## (f) Symmetry of the exchange operator

**Task.** For $i\ne j$, show that $E_{ji}=E_{ij}$.

**Solution.** Pairs of operators on different sites commute, since four sign changes cancel. Hence
$$E_{ji}=\sum_{st}c_{js}^\dagger c_{jt}c_{it}^\dagger c_{is}=\sum_{st}c_{it}^\dagger c_{is}c_{js}^\dagger c_{jt},$$
which is $E_{ij}$ after renaming $s\leftrightarrow t$.

The auxiliary `swap` makes the four exchanges. The relation between two creators comes from taking the adjoint of `anti`.

```lean
/-- If `c` obeys the canonical anticommutation relations, the exchange operator of two distinct
sites is symmetric in the sites. -/
theorem exchange_symm {c : L → F → A} (h : IsCAR c) {i j : L} (hij : i ≠ j) :
    exchange c j i = exchange c i j := by
  -- pairs of operators on different sites commute
  have swap : ∀ p q u v : A, q * u = -(u * q) → q * v = -(v * q) → p * u = -(u * p) →
      p * v = -(v * p) → p * q * (u * v) = u * v * (p * q) := by
    intro p q u v h1 h2 h3 h4
    calc p * q * (u * v) = p * (q * u) * v := by noncomm_ring
      _ = -(p * u * (q * v)) := by rw [h1]; noncomm_ring
      _ = p * u * (v * q) := by rw [h2]; noncomm_ring
      _ = -(u * (p * v) * q) := by rw [h3]; noncomm_ring
      _ = u * v * (p * q) := by rw [h4]; noncomm_ring
  unfold exchange
  rw [Finset.sum_comm]
  refine Finset.sum_congr rfl fun t _ => Finset.sum_congr rfl fun s _ => ?_
  apply swap
  · exact eq_neg_of_add_eq_zero_left (by simpa [hij.symm] using h.mixed j i t t)
  · exact eq_neg_of_add_eq_zero_left (h.anti j i t s)
  · have h0 := congrArg star (h.anti i j t s)
    rw [star_add, star_mul, star_mul, star_zero] at h0
    exact eq_neg_of_add_eq_zero_left h0
  · exact eq_neg_of_add_eq_zero_right (by simpa [hij] using h.mixed i j s s)
```

## (g) A ladder commutator

**Task.** For $i\ne j$, show that $[X_{ij},X_{ij}^\dagger]=n_i-n_j$.

**Solution.** Since $X_{ij}^\dagger=X_{ji}$, part (c) with the sites interchanged gives $X_{ij}^\dagger X_{ij}=n_j-E_{ji}$. By (f) this equals $n_j-E_{ij}$, and subtracting it from (c) removes $E_{ij}$. The result has the angular-momentum form $[T_+,T_-]=2T_z$ with $T_+=X_{ij}$, $T_-=X_{ij}^\dagger$ and $T_z=(n_i-n_j)/2$.

```lean
/-- If `c` obeys the canonical anticommutation relations, then for two distinct sites the commutator
of the bond operator with its adjoint is the difference of the number operators. -/
theorem bond_commutator {c : L → F → A} (h : IsCAR c) {i j : L} (hij : i ≠ j) :
    bond c i j * star (bond c i j) - star (bond c i j) * bond c i j =
      number c i - number c j := by
  have hs : ∀ k l, star (bond c k l) = bond c l k := fun k l => by simp [bond]
  have h2 := bond_mul_star h hij.symm
  rw [hs j i, exchange_symm h hij] at h2
  rw [bond_mul_star h hij, hs i j, h2]
  abel
```

## (h) Four modes as matrices

**Task.** Define the block matrices
$$\ell=\begin{pmatrix}0&1\\0&0\end{pmatrix},\qquad e(M)=\begin{pmatrix}M&0\\0&-M\end{pmatrix}.$$
Show that $\ell,\ e(\ell),\ e(e(\ell)),\ e(e(e(\ell)))$, with block sizes chosen to give $16\times16$ matrices, satisfy the canonical anticommutation relations.

**Solution.** Directly, $\ell^2=0$ and $\ell\ell^\dagger+\ell^\dagger\ell=1$. The opposite signs in $e(M)$ make it anticommute with $\ell$ and $\ell^\dagger$. Finally $e(M)^\dagger=e(M^\dagger)$, and $\{e(M),e(N)\}$ is block diagonal with $\{M,N\}$ in both blocks, so each extension preserves the relations already found. This is the Jordan–Wigner construction.

`lower` is $\ell$ and `extend` is $e$.

```lean
/-- The annihilator of a newly added mode, as a block matrix (empty block first). -/
def lower {n : Type} [DecidableEq n] : Matrix (n ⊕ n) (n ⊕ n) ℂ := fromBlocks 0 1 0 0

/-- An old mode after a new one is added: it changes sign where the new mode is filled. -/
def extend {n : Type} (M : Matrix n n ℂ) : Matrix (n ⊕ n) (n ⊕ n) ℂ := fromBlocks M 0 0 (-M)
```

Each `Dbl` doubles the basis, and four doublings of one state give dimension 16. In `fockModes` the first index is the site and the second the spin.

```lean
/-- Doubling of a basis by one more fermion mode. -/
abbrev Dbl (n : Type) : Type := n ⊕ n

/-- The doubled basis is finite if the old one is. -/
local instance dblFintype {n : Type} [Fintype n] : Fintype (Dbl n) :=
  inferInstance

/-- Equality in the doubled basis is decidable if it is in the old one. -/
local instance dblDecidableEq {n : Type} [DecidableEq n] : DecidableEq (Dbl n) :=
  inferInstance

/-- Two sites with two spin states each, as matrices on the 16-dimensional Fock space. -/
def fockModes : Fin 2 → Fin 2 →
    Matrix (Dbl (Dbl (Dbl (Dbl Unit)))) (Dbl (Dbl (Dbl (Dbl Unit)))) ℂ :=
  ![![lower, extend lower], ![extend (extend lower), extend (extend (extend lower))]]
```

The proof runs through all index choices and multiplies the blocks.

```lean
/-- The four explicit matrices `fockModes` obey the canonical anticommutation relations. -/
theorem isCAR_witness : IsCAR fockModes := by
  have hz : ∀ (n : Type), fromBlocks (0 : Matrix n n ℂ) (0 : Matrix n n ℂ)
      (0 : Matrix n n ℂ) (0 : Matrix n n ℂ) = 0 := by
    intro n
    ext i j
    rcases i with i | i <;> rcases j with j | j <;> rfl
  constructor <;> intro i j s t <;> fin_cases i <;> fin_cases j <;> fin_cases s <;>
    fin_cases t <;>
    simp [fockModes, lower, extend, star_eq_conjTranspose, fromBlocks_conjTranspose,
      fromBlocks_multiply, fromBlocks_add, fromBlocks_neg, hz]

end

end FermionExchange
```

```lean
#print axioms FermionExchange.spinDot_eq_bond
#print axioms FermionExchange.spinDot_singly_occupied
#print axioms FermionExchange.bond_commutator
```

```
'FermionExchange.spinDot_eq_bond' depends on axioms: [propext, Classical.choice, Quot.sound]
'FermionExchange.spinDot_singly_occupied' depends on axioms: [propext, Classical.choice, Quot.sound]
'FermionExchange.bond_commutator' depends on axioms: [propext, Classical.choice, Quot.sound]
```
